# Finitely many atoms with nonzero weights are determined by their Gaussian-smeared density

Place a Gaussian of one fixed width on each of finitely many atoms, multiply each by a nonzero weight, and add. The sum determines the atomic positions and weights, even if it is known only on a small open region. This matters for machine-learned potentials that read an environment through such a density: if two different environments shared a density, the potential could not tell them apart.

Space is a real inner product space E, for example ℝ^d.

```lean
import Mathlib

open scoped ContDiff

namespace SmearedNeighbourDensity

noncomputable section

variable {E : Type*} [NormedAddCommGroup E] [InnerProductSpace ℝ E]
```

The Gaussian with centre c and exponent a is

G_c(x) = exp(−a‖x − c‖²).

A width σ corresponds to a = 1/(2σ²). The peak height is 1; for a > 0 in ℝ^d, normalising to unit integral multiplies every Gaussian by (a/π)^(d/2), which the weights can absorb.

```lean
/-- The Gaussian `exp (-a ‖x - c‖²)` with exponent `a` and centre `c`, evaluated at `x`. -/
def gaussian (a : ℝ) (c x : E) : ℝ := Real.exp (-a * ‖x - c‖ ^ 2)
```

An environment is a finite set S of distinct positions with a weight w(c) for each, such as a number labelling the element or a cutoff factor. Its density is

ρ(x) = Σ_{c∈S} w(c) G_c(x).

Values of `w` away from `S` play no role.

```lean
/-- The smeared density at `x` of atoms at the positions in `S`, the atom at `c` having
weight `w c`. -/
def density (a : ℝ) (S : Finset E) (w : E → ℝ) (x : E) : ℝ :=
  ∑ c ∈ S, w c * gaussian a c x
```

## Independence of the Gaussians

Since ‖x − c‖² = ‖x‖² − 2⟨x,c⟩ + ‖c‖², each Gaussian factors:

G_c(x) = exp(−a‖x‖²) · exp(−a‖c‖²) · exp(2a⟨x,c⟩).

The first factor is the same for all centres.

```lean
/-- A Gaussian is an envelope common to all centres, times a constant, times an exponential
of the inner product of `x` with the centre. -/
theorem gaussian_factor (a : ℝ) (c x : E) :
    gaussian a c x = Real.exp (-a * ‖x‖ ^ 2) *
      (Real.exp (-a * ‖c‖ ^ 2) * Real.exp (2 * a * inner ℝ x c)) := by
  unfold gaussian
  rw [← Real.exp_add, ← Real.exp_add, norm_sub_sq_real]
  congr 1
  ring
```

Write χ_c(x) = exp(2a⟨x,c⟩). Then χ_c(x + y) = χ_c(x) χ_c(y), so χ_c is a character of the translation group. If χ_c = χ_c′ and a ≠ 0, evaluating at x = c − c′ gives ⟨c − c′, c − c′⟩ = 0, hence c = c′.

Distinct characters are independent. Suppose not, and take a shortest nontrivial relation Σ b_c χ_c = 0. It has at least two terms, because no χ_c vanishes. Pick two of its centres, p and q, and a y with χ_p(y) ≠ χ_q(y). Shift x by y and subtract χ_p(y) times the original:

Σ b_c (χ_c(y) − χ_p(y)) χ_c(x) = 0.

The p term is gone and the q term survives, so this relation is shorter and still nontrivial, a contradiction. In Lean, `linearIndependent_monoidHom` supplies this argument; `Multiplicative E` is E with its addition written as multiplication.

```lean
/-- For `a ≠ 0`, a finite combination of the exponentials `exp (2a⟨x, c⟩)` with distinct `c`
that vanishes at every `x` has only zero coefficients. -/
theorem exponentials_independent {a : ℝ} (ha : a ≠ 0) (S : Finset E) (b : E → ℝ)
    (h : ∀ x : E, ∑ c ∈ S, b c * Real.exp (2 * a * inner ℝ x c) = 0) :
    ∀ c ∈ S, b c = 0 := by
  -- each exponential is a character of the translation group
  let χ : E → (Multiplicative E →* ℝ) := fun c =>
    { toFun := fun x => Real.exp (2 * a * inner ℝ x.toAdd c)
      map_one' := by simp
      map_mul' := by
        intro x y
        rw [toAdd_mul, inner_add_left, mul_add, Real.exp_add] }
  -- different centres give different characters
  have hχ : Function.Injective χ := by
    intro c c' hcc
    have h2 : Real.exp (2 * a * inner ℝ (c - c') c)
        = Real.exp (2 * a * inner ℝ (c - c') c') :=
      DFunLike.congr_fun hcc (Multiplicative.ofAdd (c - c'))
    have h3 := mul_left_cancel₀ (mul_ne_zero two_ne_zero ha) (Real.exp_injective h2)
    have h4 : inner ℝ (c - c') (c - c') = 0 := by
      rw [inner_sub_right, h3, sub_self]
    exact sub_eq_zero.1 ((inner_self_eq_zero (𝕜 := ℝ)).1 h4)
  -- distinct characters are linearly independent
  refine linearIndependent_iff'.1
    ((linearIndependent_monoidHom (Multiplicative E) ℝ).comp χ hχ) S b ?_
  funext x
  rw [Finset.sum_apply]
  exact h x.toAdd
```

If Σ b_c G_c(x) = 0 for all x, dividing by exp(−a‖x‖²) leaves

Σ b_c exp(−a‖c‖²) χ_c(x) = 0.

So b_c exp(−a‖c‖²) = 0, and b_c = 0. The family below is indexed by all of E; its independence means that of every finite subfamily.

```lean
/-- For `a ≠ 0`, the Gaussians with exponent `a` and distinct centres are linearly
independent functions on space. -/
theorem gaussian_linearIndependent {a : ℝ} (ha : a ≠ 0) :
    LinearIndependent ℝ (fun c : E => gaussian a c) := by
  rw [linearIndependent_iff']
  intro S b hb c hc
  have key := exponentials_independent ha S (fun c => b c * Real.exp (-a * ‖c‖ ^ 2))
    (fun x => by
      have hx := congrFun hb x
      simp only [Finset.sum_apply, Pi.smul_apply, smul_eq_mul, Pi.zero_apply,
        gaussian_factor] at hx
      -- divide out the common envelope
      refine (mul_eq_zero.1 ?_).resolve_left (Real.exp_ne_zero (-a * ‖x‖ ^ 2))
      rw [Finset.mul_sum]
      refine Eq.trans (Finset.sum_congr rfl fun c _ => ?_) hx
      ring) c hc
  exact (mul_eq_zero.1 key).resolve_right (Real.exp_ne_zero _)
```

## From the density back to the atoms

Let (S, w) and (S′, w′) have equal densities. Extend each weight by zero to S ∪ S′, calling the results W and W′. Subtracting gives

Σ_{c∈S∪S′} (W(c) − W′(c)) G_c = 0,

so W = W′. An atom in S but not in S′ would have w(c) = 0, which is excluded; the same holds with the roles exchanged. Thus S = S′, and the weights agree there.

```lean
/-- For `a ≠ 0` and nonzero weights, two environments with the same density everywhere have
the same atomic positions and the same weights. -/
theorem atoms_eq_of_density_eq {a : ℝ} (ha : a ≠ 0) {S S' : Finset E} {w w' : E → ℝ}
    (hw : ∀ c ∈ S, w c ≠ 0) (hw' : ∀ c ∈ S', w' c ≠ 0)
    (h : ∀ x, density a S w x = density a S' w' x) :
    S = S' ∧ ∀ c ∈ S, w c = w' c := by
  classical
  -- write both densities as sums over the union of the positions
  have extend : ∀ (T : Finset E) (v : E → ℝ), T ⊆ S ∪ S' → ∀ x, density a T v x =
      ∑ c ∈ S ∪ S', (if c ∈ T then v c else 0) * gaussian a c x := by
    intro T v hT x
    calc density a T v x = ∑ c ∈ T, (if c ∈ T then v c else 0) * gaussian a c x :=
          Finset.sum_congr rfl (fun c hc => by simp [hc])
      _ = _ := Finset.sum_subset hT (by intro c _ hc; simp [hc])
  have key : ∀ c, (if c ∈ S then w c else 0) = (if c ∈ S' then w' c else 0) := by
    intro c
    by_cases hc : c ∈ S ∪ S'
    · refine sub_eq_zero.1 (linearIndependent_iff'.1 (gaussian_linearIndependent ha) (S ∪ S')
        (fun c => (if c ∈ S then w c else 0) - (if c ∈ S' then w' c else 0)) ?_ c hc)
      funext x
      simp only [Finset.sum_apply, Pi.smul_apply, smul_eq_mul, Pi.zero_apply, sub_mul,
        Finset.sum_sub_distrib]
      rw [← extend S w Finset.subset_union_left x, ← extend S' w' Finset.subset_union_right x,
        h x, sub_self]
    · rw [Finset.mem_union, not_or] at hc
      rw [if_neg hc.1, if_neg hc.2]
  -- a nonzero weight cannot be matched by an absent atom
  have hsub : ∀ c ∈ S, c ∈ S' := by
    intro c hc
    by_contra hc'
    exact hw c hc (by simpa [hc, hc'] using key c)
  have hsub' : ∀ c ∈ S', c ∈ S := by
    intro c hc'
    by_contra hc
    exact hw' c hc' (by simpa [hc, hc'] using (key c).symm)
  refine ⟨Finset.Subset.antisymm hsub hsub', fun c hc => ?_⟩
  simpa [hc, hsub c hc] using key c
```

The density is built from the exponential and the quadratic ‖x − c‖², so it is real analytic.

```lean
/-- The smeared density is a real analytic function of position. -/
theorem density_analytic (a : ℝ) (S : Finset E) (w : E → ℝ) :
    AnalyticOnNhd ℝ (density a S w) Set.univ := by
  have h : ContDiff ℝ ω (fun x => ∑ c ∈ S, w c * Real.exp (-a * ‖x - c‖ ^ 2)) :=
    ContDiff.sum fun c _ => contDiff_const.mul (Real.contDiff_exp.comp
      (contDiff_const.mul ((contDiff_id.sub contDiff_const).norm_sq ℝ)))
  exact contDiff_omega_iff_analyticOnNhd.1 h
```

Suppose the densities agree on an open region U containing x₀. Their difference along the line x₀ + t(x − x₀) is analytic in t and zero near t = 0, hence zero at t = 1. The densities therefore agree at every x, and the previous result applies.

```lean
/-- For `a ≠ 0` and nonzero weights, two environments whose densities agree on some nonempty
open region have the same atomic positions and the same weights. -/
theorem atoms_eq_of_density_eqOn {a : ℝ} (ha : a ≠ 0) {S S' : Finset E} {w w' : E → ℝ}
    (hw : ∀ c ∈ S, w c ≠ 0) (hw' : ∀ c ∈ S', w' c ≠ 0)
    {U : Set E} (hU : IsOpen U) (hne : U.Nonempty)
    (h : Set.EqOn (density a S w) (density a S' w') U) :
    S = S' ∧ ∀ c ∈ S, w c = w' c := by
  obtain ⟨x₀, hx₀⟩ := hne
  -- analytic continuation from the region to all of space
  have hall : density a S w = density a S' w' :=
    (density_analytic a S w).eq_of_eventuallyEq (density_analytic a S' w')
      (Filter.eventuallyEq_of_mem (hU.mem_nhds hx₀) h)
  exact atoms_eq_of_density_eq ha hw hw' (congrFun hall)
```

The smallest case is S′ = ∅, with density zero: a density with nonzero weights that vanishes on an open region has no atoms, so weights of opposite sign cannot cancel throughout such a region.

## Environments related by a rigid motion

An isometry g (`E ≃ᵢ E`: translations, rotations and reflections included) preserves ‖x − c‖, so moving atoms and observation point together changes nothing.

```lean
omit [InnerProductSpace ℝ E] in
/-- Moving all atoms and the observation point by the same isometry `g` leaves the density
unchanged, each atom keeping its weight. -/
theorem density_move (a : ℝ) (S : Finset E) (v : E → ℝ) (g : E ≃ᵢ E) (x : E) :
    density a (S.map g.toEquiv.toEmbedding) v (g x) = density a S (fun c => v (g c)) x := by
  unfold density
  rw [Finset.sum_map]
  refine Finset.sum_congr rfl fun c _ => ?_
  have h : gaussian a (g c) (g x) = gaussian a c x := by
    unfold gaussian
    rw [← dist_eq_norm, ← dist_eq_norm, g.dist_eq]
  exact congrArg (fun t => v (g c) * t) h
```

If ρ′(gx) = ρ(x) for all x, then ρ′ is the density of the moved atoms gS with weights w(g⁻¹c). Uniqueness gives S′ = gS and w′(gc) = w(c). The converse is the preceding lemma.

```lean
/-- For `a ≠ 0` and nonzero weights, an isometry `g` of space carries one density into another
exactly when it carries the atoms of the first, with their weights, into those of the second. -/
theorem density_related_iff {a : ℝ} (ha : a ≠ 0) {S S' : Finset E} {w w' : E → ℝ}
    (hw : ∀ c ∈ S, w c ≠ 0) (hw' : ∀ c ∈ S', w' c ≠ 0) (g : E ≃ᵢ E) :
    (∀ x, density a S' w' (g x) = density a S w x) ↔
      S' = S.map g.toEquiv.toEmbedding ∧ ∀ c ∈ S, w' (g c) = w c := by
  constructor
  · intro h
    -- compare the second density with that of the moved atoms
    have hmem : ∀ c ∈ S, g c ∈ S.map g.toEquiv.toEmbedding := fun c hc =>
      Finset.mem_map.2 ⟨c, hc, rfl⟩
    have hv : ∀ c ∈ S.map g.toEquiv.toEmbedding, w (g.symm c) ≠ 0 := by
      intro c hc
      obtain ⟨d, hd, rfl⟩ := Finset.mem_map.1 hc
      have hgd : g.symm (g d) = d := g.symm_apply_apply d
      change w (g.symm (g d)) ≠ 0
      rw [hgd]
      exact hw d hd
    obtain ⟨hS, hweights⟩ := atoms_eq_of_density_eq ha hw' hv (fun y => by
      have hy := h (g.symm y)
      have hm := density_move a S (fun c => w (g.symm c)) g (g.symm y)
      simp only [IsometryEquiv.symm_apply_apply, IsometryEquiv.apply_symm_apply] at hy hm
      exact hy.trans hm.symm)
    refine ⟨hS, fun c hc => ?_⟩
    have hc' := hweights (g c) (hS ▸ hmem c hc)
    rwa [g.symm_apply_apply] at hc'
  · rintro ⟨rfl, hweights⟩ x
    rw [density_move]
    exact Finset.sum_congr rfl fun c hc =>
      congrArg (fun t => t * gaussian a c x) (hweights c hc)
```

For invariant descriptors, this concerns the full density with one common exponent. A practical descriptor keeps finitely many invariant numbers computed from it, and whether those numbers fix the density up to a motion is a separate question.

## Exponent zero

At a = 0 every Gaussian is the constant 1. Two single atoms of weight 1 at different places then have the same density, so a = 0 has to be excluded.

```lean
omit [InnerProductSpace ℝ E] in
/-- At exponent zero the Gaussians of any two centres are the same function. -/
theorem gaussian_zero_exponent (c c' : E) : gaussian 0 c = gaussian 0 c' := by
  funext x
  simp [gaussian]

end

end SmearedNeighbourDensity
```

```lean
#print axioms SmearedNeighbourDensity.atoms_eq_of_density_eqOn
#print axioms SmearedNeighbourDensity.density_related_iff
#print axioms SmearedNeighbourDensity.gaussian_zero_exponent
```

```
'SmearedNeighbourDensity.atoms_eq_of_density_eqOn' depends on axioms: [propext, Classical.choice, Quot.sound]
'SmearedNeighbourDensity.density_related_iff' depends on axioms: [propext, Classical.choice, Quot.sound]
'SmearedNeighbourDensity.gaussian_zero_exponent' depends on axioms: [propext, Classical.choice, Quot.sound]
```
